# Zero mode of a chain with independent hoppings from one finite list: $\log|u_{2n}/u_0|$ has mean zero and variance $2n\,\mathrm{Var}(\log h)$

A code that measures localisation in a disordered chain can propagate an amplitude along the chain and read a decay rate from the slope of its logarithm. At zero energy, in a non-interacting chain with nearest-neighbour hopping only, no on-site energies and bonds drawn independently and uniformly from one finite list of positive hoppings, not all equal, this procedure, applied to the amplitude on the even sites, returns a rate that changes sign from sample to sample and whose root-mean-square size shrinks as the chain grows, and its inverse looks like a localisation length that never converges. The magnitude of the amplitude, averaged over the whole ensemble, nevertheless grows exponentially with length. Either behaviour is easily mistaken for a bug or for poor sampling, and exact values give such a code something to be checked against.

## Mean, variance, tail and moments of the end amplitude

The chain has sites $0,\dots,2n$, and bond $j$, for $0\le j<2n$, joins sites $j$ and $j+1$ with hopping $h_j=e^{x_j}$. The exponential form makes every hopping positive, as for a tunnelling amplitude that depends exponentially on a random spacing. Each $x_j$ is drawn independently and uniformly from a finite list $a_k$, $k\in K$. A bar denotes the list mean, $\overline{f}=|K|^{-1}\sum_k f_k$, with $\mu=\overline{a}$ and $s^2=\overline{(a-\mu)^2}$. Angle brackets denote the average over all $|K|^{2n}$ configurations, and $P$ the corresponding probability. Using one list for all bonds means that the chain has no average dimerisation.

The Schrödinger equation at zero energy on the odd site $2j+1$ reads
$$h_{2j+1}u_{2j+2}=-h_{2j}u_{2j},\qquad j<n,\qquad u_0=1 .$$
With $L_n=\log|u_{2n}|$, for $t>0$, $\varepsilon>0$ and real $q$,
$$\langle L_n\rangle=0,\qquad \langle (L_n-\langle L_n\rangle)^2\rangle=2ns^2,\qquad P(|L_n|\ge t)\le \frac{2ns^2}{t^2},$$
$$\lim_{n\to\infty}P(|L_n|\ge\varepsilon n)=0,\qquad \langle|u_{2n}|^q\rangle=\Big(\overline{e^{qa}}\;\overline{e^{-qa}}\Big)^n .$$
In the open chain the zero-energy equations on the even sites make every odd amplitude vanish. The vector $u$ is not normalised; in terms of the normalised state $\psi=u/\|u\|$ its end amplitude is the ratio $u_{2n}=\psi_{2n}/\psi_0$, so $L_n$ compares the two ends of the chain.

## Decay-rate estimators at the band centre

A transfer-matrix code iterates $u_{m+1}=(Eu_m-h_{m-1}u_{m-1})/h_m$ at energy $E$. At $E=0$ the even and odd sites decouple, and the even sites need only a running sum:

```
L = 0
for j in 0 .. n-1:
    L += x[2*j] - x[2*j+1]      # log|u(2j+2)|, sign (-1)^(j+1)
```

The estimator of the decay rate per site, $\gamma_n=-L_n/(2n)$, then has mean $0$ and standard deviation $s/\sqrt{2n}$. A general-energy routine run at $E=0$ with the odd sites started at zero should reproduce these numbers, and error bars and stopping criteria for $\gamma_n$ can be sized from them. The variance $s^2$ is divided by $|K|$, not by $|K|-1$. For small cases the average can be enumerated: with the list $\{-w,+w\}$ and $n=1$ the four configurations give $L_1=0,\,2w,\,-2w,\,0$, hence mean $0$, variance $2w^2$ and $\langle|u_2|^q\rangle=\cosh^2(qw)$. By Cauchy–Schwarz the base $\overline{e^{qa}}\,\overline{e^{-qa}}$ exceeds $1$ when $q\neq0$ and the list is not constant, so the moments grow exponentially while $|L_n|/n$ is small with high probability; for large $n$ the ensemble average of $|u_{2n}|^q$ is then carried by configurations of small total probability, which a finite sample may miss.

## From the recursion to an alternating sum

Dividing the recursion by $h_{2j+1}>0$ gives $u_{2j+2}=-e^{x_{2j}-x_{2j+1}}u_{2j}$. Taking absolute values and iterating from $u_0=1$,
$$|u_{2n}|=\exp\sum_{i<2n}(-1)^i x_i>0,\qquad L_n=\sum_{i<2n}(-1)^i x_i .$$

Let $\omega_i\in K$ be the list entry chosen on bond $i$ of $N$ bonds, so that $x_i=a_{\omega_i}$. For any functions $F_i$ on $K$, expanding a product of sums gives
$$\Big\langle\prod_{i<N}F_i(\omega_i)\Big\rangle=|K|^{-N}\sum_\omega\prod_i F_i(\omega_i)=\prod_{i<N}\overline{F_i}.$$
Setting all factors but one equal to $1$ yields $\langle f(\omega_i)\rangle=\overline f$ for a function $f$ on $K$. Placing $f$ on bond $i$ and a second function $g$ on bond $j\ne i$ yields a product that contains the factor $\overline f$, so $\langle f(\omega_i)g(\omega_j)\rangle=0$ whenever $\overline f=0$.

For real weights $c_i$ and a centred list $b$, meaning $\overline b=0$, put $S=\sum_i c_i\,b(\omega_i)$. Then $\langle S\rangle=\sum_i c_i\overline b=0$, and in
$$\langle S^2\rangle=\sum_{i,j}c_ic_j\langle b(\omega_i)b(\omega_j)\rangle=\Big(\sum_i c_i^2\Big)\overline{b^2}$$
only the diagonal survives. Since $\sum_{i<2n}(-1)^i=0$, the mean $\mu$ can be subtracted from every term of $L_n$, which is therefore $S$ with $N=2n$, $c_i=(-1)^i$ and $b=a-\mu$. Here $\sum_i c_i^2=2n$ and $\overline{b^2}=s^2$, which gives the mean and the variance.

In every configuration the indicator of $|L_n|\ge t$ is at most $L_n^2/t^2$, and averaging gives the tail bound. With $t=\varepsilon n$ and $n\ge1$ the bound is $2s^2/(\varepsilon^2 n)$, which tends to zero. For the moments, $|u_{2n}|^q=\prod_{i<2n}e^{q(-1)^ix_i}$ factorises, the $n$ even bonds contributing $\overline{e^{qa}}$ each and the $n$ odd bonds $\overline{e^{-qa}}$.

The same steps handle a fixed staggering $\delta$. If $x_i=a_{\omega_i}+(-1)^i\delta$, the alternating sum gains $2n\delta$, so the mean of $L_n$ becomes $2n\delta$, the variance stays $2ns^2$, and $\gamma_n$ fluctuates about $-\delta$.

## The chain in Lean 4

```lean
import Mathlib

open Finset Filter Topology

namespace RandomHoppingZeroMode

noncomputable section

variable {K : Type*} [Fintype K] {N : ℕ}

/-- Mean of a finite list of reals indexed by `K`. -/
def listMean (f : K → ℝ) : ℝ := (∑ k, f k) / (Fintype.card K : ℝ)

/-- Variance `s²` of a finite list of reals. -/
def listVar (a : K → ℝ) : ℝ := listMean fun k => (a k - listMean a) ^ 2

/-- Disorder average: each of the `N` bonds picks a list entry independently and uniformly. -/
def avg (F : (Fin N → K) → ℝ) : ℝ := (∑ ω, F ω) / (Fintype.card (Fin N → K) : ℝ)

/-- Variance over the disorder. -/
def avgVar (F : (Fin N → K) → ℝ) : ℝ := avg fun ω => (F ω - avg F) ^ 2

open Classical in
/-- Probability of an event: the disorder average of its indicator. -/
def prob (p : (Fin N → K) → Prop) : ℝ := avg fun ω => if p ω then 1 else 0

/-- Log-hopping `x_j` of bond `j < N` in configuration `ω`, set to zero beyond the sample. -/
def logHop (a : K → ℝ) (ω : Fin N → K) (j : ℕ) : ℝ :=
  if h : j < N then a (ω ⟨j, h⟩) else 0

/-- Hopping amplitude `h_j = exp x_j`. -/
def hop (a : K → ℝ) (ω : Fin N → K) (j : ℕ) : ℝ := Real.exp (logHop a ω j)

/-- Zero-energy recursion on even sites up to site `2n`: `u_0 = 1` and
`h_(2j+1) u_(2j+2) = -h_(2j) u_(2j)` for `j < n`. -/
def IsZeroMode (h : ℕ → ℝ) (n : ℕ) (u : ℕ → ℝ) : Prop :=
  u 0 = 1 ∧ ∀ j < n, h (2 * j + 1) * u (2 * j + 2) = -h (2 * j) * u (2 * j)

/-- Amplitudes with `u_0 = 1`, `u_1 = 0` and `u_(k+2) = -h_k u_k / h_(k+1)`. -/
def zeroMode (h : ℕ → ℝ) : ℕ → ℝ
  | 0 => 1
  | 1 => 0
  | k + 2 => -h k * zeroMode h k / h (k + 1)

omit [Fintype K] in
/-- The recursively defined amplitudes solve the zero-energy recursion in every configuration. -/
theorem isZeroMode_witness (a : K → ℝ) (ω : Fin N → K) (n : ℕ) :
    IsZeroMode (hop a ω) n (zeroMode (hop a ω)) := by
  refine ⟨rfl, fun j _ => ?_⟩
  have h0 : hop a ω (2 * j + 1) ≠ 0 := Real.exp_ne_zero _
  have e : zeroMode (hop a ω) (2 * j + 2) =
      -hop a ω (2 * j) * zeroMode (hop a ω) (2 * j) / hop a ω (2 * j + 1) := by
    rfl
  rw [e]
  field_simp

/-- For hoppings `exp x_j`, `|u_(2n)|` is the exponential of the alternating sum of the `x_j`. -/
theorem abs_zeroMode (x : ℕ → ℝ) (n : ℕ) (u : ℕ → ℝ)
    (hu : IsZeroMode (fun j => Real.exp (x j)) n u) :
    |u (2 * n)| = Real.exp (∑ j ∈ range (2 * n), (-1) ^ j * x j) := by
  induction n with
  | zero => simp [hu.1]
  | succ n ih =>
    have ih' := ih ⟨hu.1, fun j hj => hu.2 j (by omega)⟩
    have e : Real.exp (x (2 * n + 1)) * u (2 * n + 2) = -Real.exp (x (2 * n)) * u (2 * n) :=
      hu.2 n (by omega)
    have d : Real.exp (x (2 * n)) =
        Real.exp (x (2 * n + 1)) * Real.exp (x (2 * n) - x (2 * n + 1)) := by
      rw [← Real.exp_add]; congr 1; ring
    have s : u (2 * n + 1 + 1) = -Real.exp (x (2 * n) - x (2 * n + 1)) * u (2 * n) := by
      apply mul_left_cancel₀ (Real.exp_ne_zero (x (2 * n + 1)))
      show Real.exp (x (2 * n + 1)) * u (2 * n + 2) = _
      linear_combination e - u (2 * n) * d
    have h1 : (-1 : ℝ) ^ (2 * n) = 1 := by simp [pow_mul]
    rw [show 2 * (n + 1) = 2 * n + 1 + 1 by ring, s, abs_mul, abs_neg,
      abs_of_pos (Real.exp_pos _), ih', ← Real.exp_add, sum_range_succ, sum_range_succ,
      pow_succ, h1]
    congr 1; ring

/-- The disorder average of a product of one-bond quantities factorises into list means. -/
theorem avg_prod (F : Fin N → K → ℝ) :
    avg (fun ω => ∏ i, F i (ω i)) = ∏ i, listMean (F i) := by
  simp only [avg, listMean]
  rw [prod_div_distrib, prod_univ_sum, Fintype.piFinset_univ]
  simp

/-- The disorder average of a quantity on one bond is its list mean. -/
theorem avg_single [Nonempty K] (f : K → ℝ) (i : Fin N) :
    avg (fun ω : Fin N → K => f (ω i)) = listMean f := by
  have h := avg_prod (fun (l : Fin N) k => if l = i then f k else 1)
  have e : ∀ l : Fin N, listMean (fun k => if l = i then f k else 1) =
      if l = i then listMean f else 1 := by
    intro l
    by_cases hl : l = i <;> simp [hl, listMean]
  simpa [e] using h

/-- A centred quantity on one bond is uncorrelated with any quantity on another bond. -/
theorem avg_pair (f g : K → ℝ) (hf : listMean f = 0) {i j : Fin N} (hij : i ≠ j) :
    avg (fun ω : Fin N → K => f (ω i) * g (ω j)) = 0 := by
  have h := avg_prod
    (fun (l : Fin N) k => (if l = i then f k else 1) * (if l = j then g k else 1))
  rw [prod_eq_zero (mem_univ i) (by simpa [hij] using hf)] at h
  simp only [prod_mul_distrib, prod_ite_eq', mem_univ, if_true] at h
  exact h

/-- A weighted sum of centred bond variables has mean zero and second moment
`(∑ c_i²) ⟨b²⟩`. -/
theorem linear_statistic [Nonempty K] (c : Fin N → ℝ) (b : K → ℝ) (hb : listMean b = 0) :
    avg (fun ω : Fin N → K => ∑ i, c i * b (ω i)) = 0 ∧
    avg (fun ω : Fin N → K => (∑ i, c i * b (ω i)) ^ 2) =
      (∑ i, c i ^ 2) * listMean fun k => b k ^ 2 := by
  have lin : ∀ (τ : Type) [Fintype τ] (d : τ → ℝ) (G : τ → (Fin N → K) → ℝ),
      avg (fun ω => ∑ t, d t * G t ω) = ∑ t, d t * avg (G t) := by
    intro τ _ d G
    simp only [avg]
    rw [sum_comm, sum_div]
    refine sum_congr rfl fun t _ => ?_
    rw [← mul_sum, mul_div_assoc]
  constructor
  · rw [lin (Fin N) c fun i ω => b (ω i)]
    exact sum_eq_zero fun i _ => by rw [avg_single b i, hb, mul_zero]
  · have e : ∀ ω : Fin N → K, (∑ i, c i * b (ω i)) ^ 2 =
        ∑ t : Fin N × Fin N, (c t.1 * c t.2) * (b (ω t.1) * b (ω t.2)) := by
      intro ω
      rw [sq, sum_mul_sum, Fintype.sum_prod_type]
      exact sum_congr rfl fun i _ => sum_congr rfl fun j _ => by ring
    simp only [e]
    rw [lin (Fin N × Fin N) (fun t => c t.1 * c t.2) fun t ω => b (ω t.1) * b (ω t.2),
      Fintype.sum_prod_type, sum_mul]
    refine sum_congr rfl fun i _ => ?_
    -- only the diagonal terms survive
    rw [sum_eq_single i (fun j _ hj => by
      rw [avg_pair b b hb (Ne.symm hj), mul_zero]) (by simp)]
    simp only [sq]
    rw [avg_single (fun k => b k * b k) i]

/-- Random-hopping zero mode: `log |u_(2n)|` has mean zero and variance `2 n s²`. -/
theorem log_zeroMode_mean_variance [Nonempty K] (a : K → ℝ) (n : ℕ)
    (u : (Fin (2 * n) → K) → ℕ → ℝ) (hu : ∀ ω, IsZeroMode (hop a ω) n (u ω)) :
    avg (fun ω => Real.log |u ω (2 * n)|) = 0 ∧
    avgVar (fun ω => Real.log |u ω (2 * n)|) = 2 * n * listVar a := by
  have hK : (Fintype.card K : ℝ) ≠ 0 := Nat.cast_ne_zero.mpr Fintype.card_ne_zero
  have hb : listMean (fun k => a k - listMean a) = 0 := by
    have e : (Fintype.card K : ℝ) * ((∑ k, a k) / Fintype.card K) = ∑ k, a k := by field_simp
    simp only [listMean]
    rw [sum_sub_distrib, sum_const, card_univ, nsmul_eq_mul, e, sub_self, zero_div]
  have alt : ∑ i : Fin (2 * n), (-1 : ℝ) ^ (i : ℕ) = 0 := by
    rw [Fin.sum_univ_eq_sum_range (fun j => (-1 : ℝ) ^ j), neg_one_geom_sum]
    simp
  -- the list mean drops out of the alternating sum
  have hlog : ∀ ω, Real.log |u ω (2 * n)| =
      ∑ i : Fin (2 * n), (-1) ^ (i : ℕ) * (a (ω i) - listMean a) := by
    intro ω
    rw [abs_zeroMode (logHop a ω) n (u ω) (hu ω), Real.log_exp, sum_range]
    simp only [mul_sub, sum_sub_distrib, ← sum_mul, alt, zero_mul, sub_zero]
    exact sum_congr rfl fun i _ => by simp [logHop]
  obtain ⟨h1, h2⟩ := linear_statistic (fun i : Fin (2 * n) => (-1 : ℝ) ^ (i : ℕ)) _ hb
  have hs : ∀ m : ℕ, ((-1 : ℝ) ^ m) ^ 2 = 1 := fun m => by
    rw [← pow_mul, mul_comm, pow_mul]; simp
  simp only [avgVar, hlog]
  refine ⟨h1, ?_⟩
  simp only [h1, sub_zero]
  rw [h2]
  simp [hs, listVar]

/-- Chebyshev bound: `|log |u_(2n)||` reaches `t > 0` with probability at most `2 n s² / t²`. -/
theorem log_zeroMode_tail [Nonempty K] (a : K → ℝ) (n : ℕ)
    (u : (Fin (2 * n) → K) → ℕ → ℝ) (hu : ∀ ω, IsZeroMode (hop a ω) n (u ω))
    {t : ℝ} (ht : 0 < t) :
    prob (fun ω => t ≤ abs (Real.log |u ω (2 * n)|)) ≤ 2 * n * listVar a / t ^ 2 := by
  obtain ⟨h1, h2⟩ := log_zeroMode_mean_variance a n u hu
  rw [avgVar, h1] at h2
  rw [← h2, prob, avg, avg, div_right_comm, sum_div _ _ (t ^ 2)]
  refine div_le_div_of_nonneg_right (sum_le_sum fun ω _ => ?_) (Nat.cast_nonneg _)
  split_ifs with h
  · have h3 := pow_le_pow_left₀ ht.le h 2
    rw [sq_abs] at h3
    rw [le_div_iff₀ (pow_pos ht 2), one_mul, sub_zero]
    exact h3
  · positivity

/-- Typical decay or growth is subexponential: for every rate `ε > 0` the probability that
`|log |u_(2n)|| ≥ ε n` tends to zero as `n → ∞`. -/
theorem typical_subexponential [Nonempty K] (a : K → ℝ)
    (u : ∀ n : ℕ, (Fin (2 * n) → K) → ℕ → ℝ) (hu : ∀ n ω, IsZeroMode (hop a ω) n (u n ω))
    {ε : ℝ} (hε : 0 < ε) :
    Tendsto (fun n : ℕ => prob fun ω => ε * n ≤ abs (Real.log |u n ω (2 * n)|)) atTop (𝓝 0) := by
  refine squeeze_zero' (Eventually.of_forall fun n => ?_) ?_
    (tendsto_const_div_atTop_nhds_zero_nat (2 * listVar a / ε ^ 2))
  · refine div_nonneg (sum_nonneg fun ω _ => ?_) (Nat.cast_nonneg _)
    split_ifs <;> norm_num
  · filter_upwards [eventually_gt_atTop 0] with n hn
    have hn' : (0 : ℝ) < n := by exact_mod_cast hn
    refine (log_zeroMode_tail a n (u n) (hu n) (mul_pos hε hn')).trans_eq ?_
    field_simp

/-- Moments of the amplitude: `⟨|u_(2n)|^q⟩ = (⟨e^(q x)⟩ ⟨e^(-q x)⟩)^n` for every real `q`. -/
theorem zeroMode_moment (a : K → ℝ) (n : ℕ) (u : (Fin (2 * n) → K) → ℕ → ℝ)
    (hu : ∀ ω, IsZeroMode (hop a ω) n (u ω)) (q : ℝ) :
    avg (fun ω => |u ω (2 * n)| ^ q) =
      (listMean (fun k => Real.exp (q * a k)) * listMean fun k => Real.exp (-(q * a k))) ^ n := by
  have e : ∀ ω, |u ω (2 * n)| ^ q =
      ∏ i : Fin (2 * n), Real.exp (q * ((-1) ^ (i : ℕ) * a (ω i))) := by
    intro ω
    rw [abs_zeroMode (logHop a ω) n (u ω) (hu ω), ← Real.exp_mul, mul_comm _ q, sum_range,
      mul_sum, Real.exp_sum]
    exact prod_congr rfl fun i _ => by simp [logHop]
  have alt : ∀ m : ℕ,
      ∏ j ∈ range (2 * m), listMean (fun k => Real.exp (q * ((-1) ^ j * a k))) =
      (listMean (fun k => Real.exp (q * a k)) * listMean fun k => Real.exp (-(q * a k))) ^ m := by
    intro m
    induction m with
    | zero => simp
    | succ m ih =>
      have h1 : (-1 : ℝ) ^ (2 * m) = 1 := by simp [pow_mul]
      have h2 : (-1 : ℝ) ^ (2 * m + 1) = -1 := by rw [pow_succ, h1, one_mul]
      rw [show 2 * (m + 1) = 2 * m + 1 + 1 by ring, prod_range_succ, prod_range_succ, ih]
      simp only [h1, h2, one_mul, neg_one_mul, mul_neg]
      ring
  simp only [e]
  rw [avg_prod fun (i : Fin (2 * n)) k => Real.exp (q * ((-1) ^ (i : ℕ) * a k)), ← alt n]
  exact Fin.prod_univ_eq_prod_range
    (fun j => listMean fun k => Real.exp (q * ((-1) ^ j * a k))) (2 * n)

end

end RandomHoppingZeroMode
```

```lean
#print axioms RandomHoppingZeroMode.log_zeroMode_mean_variance
#print axioms RandomHoppingZeroMode.typical_subexponential
#print axioms RandomHoppingZeroMode.zeroMode_moment
```

```
'RandomHoppingZeroMode.log_zeroMode_mean_variance' depends on axioms: [propext, Classical.choice, Quot.sound]
'RandomHoppingZeroMode.typical_subexponential' depends on axioms: [propext, Classical.choice, Quot.sound]
'RandomHoppingZeroMode.zeroMode_moment' depends on axioms: [propext, Classical.choice, Quot.sound]
```

## Definitions against the model

The list is `a : K → ℝ` on a finite index type, so repeated values are allowed and act as rational weights. `listMean` is the bar and `listVar a` is $s^2$. A configuration is `ω : Fin N → K`, `avg` is the uniform average over all of them, and `avgVar` and `prob` are built from it. Independence is thus part of the definition of the ensemble, and its consequence, factorisation, is proved. `logHop a ω j` is $x_j$ and `hop a ω j` is $h_j$, indexed from zero as above. Beyond the sample `logHop` is set to zero, but with $N=2n$ the recursion only reads bonds $0$ to $2n-1$. The hypothesis `[Nonempty K]` keeps the list means from being divisions by zero; `zeroMode_moment` is stated without it and has physical content only for a nonempty list.

`IsZeroMode h n u` is the recursion with $u_0=1$ and places no condition on odd sites. The four final theorems take any family `u` with `hu : ∀ ω, IsZeroMode (hop a ω) n (u ω)`, and `isZeroMode_witness` shows that the explicit sequence `zeroMode (hop a ω)` is such a family. `log_zeroMode_mean_variance`, `log_zeroMode_tail` and `zeroMode_moment` hold for every $n$, including $n=0$, where $L_0=0$. `typical_subexponential` takes a separate family for each $n$ and is the limit displayed above; the threshold $\varepsilon n$ corresponds to a rate $\varepsilon/2$ per site, for decay and growth alike.

## Lemmas along the alternating sum

`abs_zeroMode` is the iteration, by induction on $n$. The fact `d` writes $e^{x_{2n}}=e^{x_{2n+1}}e^{x_{2n}-x_{2n+1}}$, `mul_left_cancel₀` with `linear_combination e - u (2 * n) * d` performs the division by $h_{2n+1}$, and two uses of `sum_range_succ` append the terms $+x_{2n}$ and $-x_{2n+1}$.

`avg_prod` is the factorisation, through `prod_univ_sum`. `avg_single` and `avg_pair` feed it factors of the form `if l = i then f k else 1`; in `avg_pair` the factor at bond $i$ has list mean zero and `prod_eq_zero` makes the whole product of list means vanish. In `linear_statistic`, `lin` is linearity of the average, `e` expands $S^2$ as a sum over pairs, and `sum_eq_single` keeps the diagonal.

In the main theorem `hb` centres the list, `alt` is $\sum_{i<2n}(-1)^i=0$ from `neg_one_geom_sum`, `hlog` rewrites $L_n$ as the centred sum, and `hs` is $c_i^2=1$. The tail bound compares the two averages configuration by configuration, with `split_ifs` separating the cases where the indicator is $1$ and $0$. The limit uses `squeeze_zero'` between $0$ and $2s^2/(\varepsilon^2n)$. In `zeroMode_moment`, `e` is the product form of $|u_{2n}|^q$ and `alt` collects the list means two bonds at a time.

## Finite list, recursion only, convergence in probability

The theorems concern the recursion, and no Hamiltonian matrix appears. That a solution with vanishing odd amplitudes is a zero-energy eigenvector of the open chain of $2n+1$ sites is the physical reading of `IsZeroMode`. Nothing is stated about $E\neq0$, on-site disorder, longer-range or correlated hoppings, continuous distributions, the norm $\|u\|$, or a transmission coefficient, which would need leads.

Subexponential is meant in probability, over a fresh ensemble for each $n$. It is not an almost-sure statement about one infinite chain. The variance fixes the root-mean-square size $s\sqrt{2n}$ of $L_n$, but the file contains no Gaussian limit and no lower bound showing that $|L_n|$ is typically that large. All quantities are exact real numbers averaged over the full ensemble, so rounding, overflow in a direct product of hoppings, and the sampling error of a finite run are matters for the code. The Cauchy–Schwarz remark, the staggered variant, the two-value enumeration and the statements on $\gamma_n$ are argued in this note and are not theorems of the file.
